# The self-energy of a single quartic variable: an exact formula and strict two-sided bounds

A classical particle sits in a well with potential energy $ax^2/2+ux^4/24$, measured in units of the thermal energy. Without the quartic term its mean squared displacement is $1/a$, so a measurement of the fluctuations reveals the stiffness of the well. With $u>0$ the walls are steeper and the particle fluctuates less. Someone who assumed a harmonic well would then infer the stiffness $1/G$, where $G=\langle x^2\rangle$. How much of this apparent stiffness comes from the interaction?

The excess

$$\Sigma=\frac1G-a$$

is the self-energy of the model, which is also $\phi^4$ theory in zero dimensions. For $a,u>0$ it satisfies

$$\Sigma=\frac{u}{6G}\langle x^4\rangle,\qquad \frac{uG}{6}<\Sigma<\frac{uG}{2}.$$

In this one-variable classical model, the relation shows in miniature how many-body theory obtains a self-energy from a higher correlation function. The development uses Mathlib's integration theory.

```lean
import Mathlib

open MeasureTheory

namespace QuarticSchwingerDyson

noncomputable section
```

## Weight, propagator and sign convention

The unnormalised Boltzmann weight is

$$w(x)=\exp\left(-\frac{ax^2}{2}-\frac{ux^4}{24}\right).$$

The factor $24=4!$ fixes the convention for the coupling $u$.

```lean
/-- The Boltzmann weight of a single real field variable with quadratic coefficient `a` and
quartic coupling `u`. -/
def weight (a u x : ℝ) : ℝ := Real.exp (-a * x ^ 2 / 2 - u * x ^ 4 / 24)
```

Averages are ratios of integrals over the whole real line,

$$\langle f\rangle=\frac1Z\int f(x)\,w(x)\,dx,\qquad Z=\int w(x)\,dx.$$

In Lean, an observable is a function `f : ℝ → ℝ`, and `avg a u f` is this ratio of Lebesgue integrals.

```lean
/-- The average of an observable `f` with the normalised weight. -/
def avg (a u : ℝ) (f : ℝ → ℝ) : ℝ := (∫ x, f x * weight a u x) / ∫ x, weight a u x
```

The propagator is the second moment, $G=\langle x^2\rangle$.

```lean
/-- The full propagator `G`, the average of `x ^ 2`. -/
def propagator (a u : ℝ) : ℝ := avg a u (fun x => x ^ 2)
```

The free propagator is $1/a$, so the self-energy is the difference of the inverse propagators, $\Sigma=1/G-a$. Equivalently, $G=1/(a+\Sigma)$. Many texts write the Dyson equation as $G^{-1}=G_0^{-1}-\Sigma$, where $G_0$ is the free propagator. With the positive propagators used here, that form would give $\Sigma$ the opposite sign. If both propagators are defined with an extra minus sign, as is common for electron Green's functions, it gives the same $\Sigma$ as here. The definition involves no diagrams.

```lean
/-- The self-energy, the inverse full propagator minus the inverse free propagator `a`. -/
def selfEnergy (a u : ℝ) : ℝ := 1 / propagator a u - a
```

## Finite moments and a positive partition function

The weight is continuous, being the exponential of a polynomial.

```lean
variable {a u : ℝ}

lemma continuous_weight (a u : ℝ) : Continuous (fun x => weight a u x) := by
  simp only [weight]
  fun_prop
```

For $a>0$ and $u\ge0$ the quartic term can only reduce the weight:

$$|x^n w(x)|\le |x|^n e^{-ax^2/2}.$$

The right-hand side is integrable for every natural number $n$, so all moments are finite. The Lean proof takes the integrability of $x^n e^{-ax^2/2}$ from Mathlib and transfers it through this comparison with `h.mono`.

The condition $a>0$ says that the well is already stable without its quartic part. A double well, with $a<0$ and $u>0$, also has finite moments, but the theorems do not treat it.

```lean
/-- Every power of the field is integrable against the weight. -/
theorem integrable_pow_weight (ha : 0 < a) (hu : 0 ≤ u) (n : ℕ) :
    Integrable (fun x : ℝ => x ^ n * weight a u x) := by
  have h := integrable_rpow_mul_exp_neg_mul_sq (half_pos ha) (s := (n : ℝ))
    (by have := Nat.cast_nonneg (α := ℝ) n; linarith)
  simp only [Real.rpow_natCast] at h
  -- the quartic term only lowers the Gaussian weight
  refine h.mono ((continuous_pow n).mul (continuous_weight a u)).aestronglyMeasurable
    (ae_of_all _ fun x => ?_)
  simp only [norm_mul]
  refine mul_le_mul_of_nonneg_left ?_ (norm_nonneg _)
  rw [weight, Real.norm_eq_abs, Real.norm_eq_abs, Real.abs_exp, Real.abs_exp]
  apply Real.exp_le_exp.mpr
  have : 0 ≤ u * x ^ 4 := by positivity
  linarith
```

Since $w$ is continuous, nonnegative and equal to $1$ at the origin, $Z>0$.

```lean
/-- The partition function is positive. -/
theorem partition_pos (ha : 0 < a) (hu : 0 ≤ u) : 0 < ∫ x, weight a u x := by
  have hi : Integrable (fun x => weight a u x) := by
    simpa using integrable_pow_weight ha hu 0
  exact integral_pos_of_integrable_nonneg_nonzero (x := 0) (continuous_weight a u) hi
    (fun x => (Real.exp_pos _).le) (Real.exp_pos _).ne'
```

Division by $Z$ is therefore legitimate, and $\langle 1\rangle=Z/Z=1$. The constant observable is written as `x ^ 0` to match the other moments.

```lean
lemma avg_one (ha : 0 < a) (hu : 0 ≤ u) : avg a u (fun x => x ^ 0) = 1 := by
  simp only [avg, pow_zero, one_mul]
  exact div_self (partition_pos ha hu).ne'
```

The argument repeatedly integrates a combination of three monomials. By linearity,

$$\int(px^i+qx^j+rx^k)w\,dx
=p\int x^iw\,dx+q\int x^jw\,dx+r\int x^kw\,dx.$$

The next lemma records both this identity and the integrability of the combination.

```lean
lemma integral_three (ha : 0 < a) (hu : 0 ≤ u) (p q r : ℝ) (i j k : ℕ) :
    Integrable (fun x : ℝ => p * (x ^ i * weight a u x) + q * (x ^ j * weight a u x)
      + r * (x ^ k * weight a u x)) ∧
    ∫ x : ℝ, (p * (x ^ i * weight a u x) + q * (x ^ j * weight a u x)
      + r * (x ^ k * weight a u x)) =
      p * (∫ x : ℝ, x ^ i * weight a u x) + q * (∫ x : ℝ, x ^ j * weight a u x)
      + r * ∫ x : ℝ, x ^ k * weight a u x := by
  have h1 := (integrable_pow_weight ha hu i).const_mul p
  have h2 := (integrable_pow_weight ha hu j).const_mul q
  have h3 := (integrable_pow_weight ha hu k).const_mul r
  have h12 : Integrable (fun x : ℝ => p * (x ^ i * weight a u x)
      + q * (x ^ j * weight a u x)) := h1.add h2
  refine ⟨h12.add h3, ?_⟩
  rw [integral_add h12 h3, integral_add h1 h2]
  simp only [integral_const_mul]
```

## Moment equations from a total derivative

Differentiating the exponential gives

$$w'(x)=\left(-ax-\frac{u x^3}{6}\right)w(x).$$

```lean
lemma hasDerivAt_weight (a u x : ℝ) :
    HasDerivAt (fun y => weight a u y) ((-a * x - u * x ^ 3 / 6) * weight a u x) x := by
  have h2 := ((hasDerivAt_pow 2 x).const_mul (-a)).div_const 2
  have h4 := ((hasDerivAt_pow 4 x).const_mul u).div_const 24
  have h : HasDerivAt (fun y : ℝ => -a * y ^ 2 / 2 - u * y ^ 4 / 24)
      (-a * x - u * x ^ 3 / 6) x :=
    (h2.fun_sub h4).congr_deriv (by simp only [Nat.cast_ofNat, Nat.reduceSub]; ring)
  exact h.exp.congr_deriv (by unfold weight; ring)
```

The product rule then yields

$$\frac{d}{dx}\left[x^{n+1}w\right]
=(n+1)x^nw-ax^{n+2}w-\frac u6x^{n+4}w.$$

Both $x^{n+1}w$ and its derivative are integrable, so the derivative integrates to zero over the line. Dividing by $Z$ gives, for every $n\ge0$,

$$(n+1)\langle x^n\rangle
=a\langle x^{n+2}\rangle+\frac u6\langle x^{n+4}\rangle.$$

These are the Schwinger-Dyson equations for the moments of one real variable. The equations of the same name in field theory relate correlation functions of fields at different points.

In the proof, `hd` is the product rule, `h0` is the vanishing integral, and the final `linear_combination` divides by $Z$.

```lean
/-- The Schwinger-Dyson hierarchy: each moment of the field is tied to the moments two and
four orders higher. -/
theorem schwinger_dyson (ha : 0 < a) (hu : 0 ≤ u) (n : ℕ) :
    ((n : ℝ) + 1) * avg a u (fun x => x ^ n) =
      a * avg a u (fun x => x ^ (n + 2)) + u / 6 * avg a u (fun x => x ^ (n + 4)) := by
  have hd : ∀ x : ℝ, HasDerivAt (fun y : ℝ => y ^ (n + 1) * weight a u y)
      (((n : ℝ) + 1) * (x ^ n * weight a u x) + (-a) * (x ^ (n + 2) * weight a u x)
        + (-(u / 6)) * (x ^ (n + 4) * weight a u x)) x := fun x =>
    ((hasDerivAt_pow (n + 1) x).fun_mul (hasDerivAt_weight a u x)).congr_deriv (by
      simp only [add_tsub_cancel_right]
      push_cast
      ring)
  have h3 := integral_three ha hu ((n : ℝ) + 1) (-a) (-(u / 6)) n (n + 2) (n + 4)
  -- the integral of a total derivative vanishes
  have h0 := integral_eq_zero_of_hasDerivAt_of_integrable hd h3.1
    (integrable_pow_weight ha hu (n + 1))
  rw [h3.2] at h0
  simp only [avg]
  linear_combination h0 / (∫ x, weight a u x)
```

## Inequalities from positive squares

For real $s,t$ and a natural number $k$, expand

$$\left\langle\left[x^k(sx^2-t)\right]^2\right\rangle
=s^2\langle x^{2k+4}\rangle-2st\langle x^{2k+2}\rangle+t^2\langle x^{2k}\rangle.$$

If the polynomial $x^k(sx^2-t)$ is nonzero at some point $x_0$, then by continuity its square is positive on an interval around $x_0$. The weight is positive everywhere, so the average is strictly positive. The hypothesis `hx` supplies the point.

```lean
/-- The average of the square of `x ^ k * (s * x ^ 2 - t)`, written in moments, is positive
if this polynomial is nonzero at some point. -/
theorem moment_gap (ha : 0 < a) (hu : 0 ≤ u) (k : ℕ) (s t x₀ : ℝ)
    (hx : x₀ ^ k * (s * x₀ ^ 2 - t) ≠ 0) :
    0 < s ^ 2 * avg a u (fun x => x ^ (2 * k + 4))
      - 2 * s * t * avg a u (fun x => x ^ (2 * k + 2))
      + t ^ 2 * avg a u (fun x => x ^ (2 * k)) := by
  have h3 := integral_three ha hu (s ^ 2) (-2 * s * t) (t ^ 2) (2 * k + 4) (2 * k + 2) (2 * k)
  have e : (fun x : ℝ => (x ^ k * (s * x ^ 2 - t)) ^ 2 * weight a u x) =
      fun x : ℝ => s ^ 2 * (x ^ (2 * k + 4) * weight a u x)
        + (-2 * s * t) * (x ^ (2 * k + 2) * weight a u x)
        + t ^ 2 * (x ^ (2 * k) * weight a u x) := by
    funext x
    ring
  have hc : Continuous (fun x : ℝ => (x ^ k * (s * x ^ 2 - t)) ^ 2 * weight a u x) :=
    Continuous.mul (by fun_prop) (continuous_weight a u)
  have hi : Integrable (fun x : ℝ => (x ^ k * (s * x ^ 2 - t)) ^ 2 * weight a u x) := by
    rw [e]
    exact h3.1
  have hp := integral_pos_of_integrable_nonneg_nonzero (x := x₀) hc hi
    (fun x => mul_nonneg (sq_nonneg _) (Real.exp_pos _).le)
    (mul_ne_zero (pow_ne_zero 2 hx) (Real.exp_pos _).ne')
  rw [e, h3.2] at hp
  have h := div_pos hp (partition_pos ha hu)
  simp only [avg]
  refine lt_of_lt_of_eq h ?_
  ring
```

With $k=1$, $s=0$ and $t=1$, the square is $x^2$. Hence $G>0$, and dividing by $G$ is safe.

```lean
/-- The full propagator is positive. -/
theorem propagator_pos (ha : 0 < a) (hu : 0 ≤ u) : 0 < propagator a u := by
  have h := moment_gap ha hu 1 0 1 1 (by norm_num)
  simpa [propagator] using h
```

## The fourth moment stays below its Gaussian value

The moment equation at $n=0$ reads

$$1=aG+\frac u6\langle x^4\rangle.$$

```lean
lemma dyson_lowest (ha : 0 < a) (hu : 0 ≤ u) :
    1 = a * propagator a u + u / 6 * avg a u (fun x => x ^ 4) := by
  have h := schwinger_dyson ha hu 0
  rw [avg_one ha hu] at h
  simp only [Nat.cast_zero, zero_add, mul_one] at h
  exact h
```

Write $M_4=\langle x^4\rangle$ and $M_6=\langle x^6\rangle$, and let $u>0$ from here on.

For the lower bound, choose $k=0$, $s=1$ and $t=G$. The positive square is the variance of $x^2$:

$$0<\langle(x^2-G)^2\rangle=M_4-G^2.$$

For the upper bound, choose $k=1$, $s=G$ and $t=M_4$:

$$0<G^2M_6-2GM_4^2+M_4^2G=G(GM_6-M_4^2).$$

The polynomial $x(Gx^2-M_4)$ is indeed nonzero somewhere. At $x=1$ it equals $G-M_4$. If that vanishes, its value at $x=2$ is $2(4G-M_4)=6G>0$. Since $G>0$, it follows that $GM_6-M_4^2>0$.

The moment equation at $n=2$ is

$$3G=aM_4+\frac u6M_6.$$

Multiply it by $G$, and subtract $M_4$ times the equation at $n=0$. The terms in $a$ cancel:

$$3G^2-M_4=\frac u6\left(GM_6-M_4^2\right)>0.$$

Together, $G^2<M_4<3G^2$. A centred Gaussian with variance $G$ would have fourth moment exactly $3G^2$, so the quartic walls make the distribution lighter-tailed in this sense. In the Lean proof, `h2` is the equation at $n=2$, `h'` is the sixth-moment inequality, and `key` is the elimination of $a$.

```lean
/-- The fourth moment lies strictly between the squared propagator and three times the squared
propagator. -/
theorem fourth_moment_bounds (ha : 0 < a) (hu : 0 < u) :
    propagator a u ^ 2 < avg a u (fun x => x ^ 4) ∧
      avg a u (fun x => x ^ 4) < 3 * propagator a u ^ 2 := by
  have hG := propagator_pos ha hu.le
  have h0 := dyson_lowest ha hu.le
  constructor
  · -- the variance of x ^ 2 is positive
    have h : 0 < 1 ^ 2 * avg a u (fun x => x ^ 4) - 2 * 1 * propagator a u * propagator a u
        + propagator a u ^ 2 * avg a u (fun x => x ^ 0) :=
      moment_gap ha hu.le 0 1 (propagator a u) 0 (by simp [hG.ne'])
    rw [avg_one ha hu.le] at h
    nlinarith
  · have h2 : 3 * propagator a u =
        a * avg a u (fun x => x ^ 4) + u / 6 * avg a u (fun x => x ^ 6) := by
      have h := schwinger_dyson ha hu.le 2
      have e : ((2 : ℕ) : ℝ) + 1 = 3 := by norm_num
      rw [e] at h
      exact h
    obtain ⟨x₀, hx⟩ : ∃ x₀ : ℝ,
        x₀ ^ 1 * (propagator a u * x₀ ^ 2 - avg a u (fun x => x ^ 4)) ≠ 0 := by
      by_cases e : propagator a u = avg a u (fun x => x ^ 4)
      · exact ⟨2, fun h => by linarith⟩
      · exact ⟨1, fun h => e (by linarith)⟩
    have h : 0 < propagator a u ^ 2 * avg a u (fun x => x ^ 6)
        - 2 * propagator a u * avg a u (fun x => x ^ 4) * avg a u (fun x => x ^ 4)
        + avg a u (fun x => x ^ 4) ^ 2 * propagator a u :=
      moment_gap ha hu.le 1 _ _ x₀ hx
    have h' : 0 < propagator a u * avg a u (fun x => x ^ 6) - avg a u (fun x => x ^ 4) ^ 2 :=
      (mul_pos_iff_of_pos_left hG).mp (by linarith)
    -- eliminate `a` between the two lowest even Schwinger-Dyson equations
    have key : 3 * propagator a u ^ 2 - avg a u (fun x => x ^ 4) = u / 6 *
        (propagator a u * avg a u (fun x => x ^ 6) - avg a u (fun x => x ^ 4) ^ 2) := by
      linear_combination propagator a u * h2 - avg a u (fun x => x ^ 4) * h0
    have := mul_pos (by positivity : 0 < u / 6) h'
    linarith
```

## The exact self-energy and its bounds

Dividing the equation at $n=0$ by $G$ gives

$$\frac1G=a+\frac{uM_4}{6G},
\qquad\text{so}\qquad
\Sigma=\frac{uM_4}{6G}.$$

Inserting $G^2<M_4<3G^2$ then gives

$$\frac{uG}{6}<\Sigma<\frac{uG}{2}.$$

The upper limit is what the formula yields when $M_4$ is replaced by its Gaussian value $3G^2$. This is the first-order self-energy evaluated with the full propagator, and in this model it always overestimates the exact one.

The theorem states all three facts under `0 < a` and `0 < u`. The proof clears the denominator with `field_simp` to obtain the equality, then multiplies the moment bounds by $u$ to obtain the inequalities.

```lean
/-- The self-energy equals `u / (6 G)` times the average of `x ^ 4`, and it lies strictly
between `u G / 6` and `u G / 2`. -/
theorem exact_selfEnergy (ha : 0 < a) (hu : 0 < u) :
    selfEnergy a u = u / (6 * propagator a u) * avg a u (fun x => x ^ 4) ∧
      u * propagator a u / 6 < selfEnergy a u ∧
      selfEnergy a u < u * propagator a u / 2 := by
  have hG := propagator_pos ha hu.le
  have h0 := dyson_lowest ha hu.le
  obtain ⟨hl, hr⟩ := fourth_moment_bounds ha hu
  have e : selfEnergy a u = u / (6 * propagator a u) * avg a u (fun x => x ^ 4) := by
    unfold selfEnergy
    field_simp
    linarith
  refine ⟨e, ?_, ?_⟩
  · rw [e, div_mul_eq_mul_div, lt_div_iff₀ (by positivity)]
    nlinarith [mul_lt_mul_of_pos_left hl hu]
  · rw [e, div_mul_eq_mul_div, div_lt_iff₀ (by positivity)]
    nlinarith [mul_lt_mul_of_pos_left hr hu]
```

The same bounds on $M_4$, inserted into $1=aG+uM_4/6$, constrain the propagator without reference to any other moment:

$$aG+\frac u6G^2<1<aG+\frac u2G^2.$$

```lean
/-- The full propagator obeys two quadratic inequalities in which only `a` and `u` enter. -/
theorem propagator_bounds (ha : 0 < a) (hu : 0 < u) :
    a * propagator a u + u / 6 * propagator a u ^ 2 < 1 ∧
      1 < a * propagator a u + u / 2 * propagator a u ^ 2 := by
  have h0 := dyson_lowest ha hu.le
  obtain ⟨hl, hr⟩ := fourth_moment_bounds ha hu
  constructor
  · nlinarith [mul_lt_mul_of_pos_left hl hu]
  · nlinarith [mul_lt_mul_of_pos_left hr hu]

end

end QuarticSchwingerDyson
```

```lean
#print axioms QuarticSchwingerDyson.exact_selfEnergy
#print axioms QuarticSchwingerDyson.propagator_bounds
```

```
'QuarticSchwingerDyson.exact_selfEnergy' depends on axioms: [propext, Classical.choice, Quot.sound]
'QuarticSchwingerDyson.propagator_bounds' depends on axioms: [propext, Classical.choice, Quot.sound]
```

## Numbers for $a=1$, $u=6$

With these values the two quadratic inequalities become

$$G+G^2<1<G+3G^2.$$

Solving them for positive $G$ gives

$$\frac{\sqrt{13}-1}{6}<G<\frac{\sqrt5-1}{2},$$

or approximately $0.434<G<0.618$. Since $\Sigma=1/G-1$ decreases as $G$ grows, the self-energy lies approximately between $0.618$ and $1.303$. The interaction therefore adds at least about 62 per cent to the bare stiffness, a conclusion reached without evaluating an integral.

## Two estimators in a sampling code

A Monte Carlo program for this model draws samples $x_1,\dots,x_N$ from the normalised weight and accumulates

$$m_2=\frac1N\sum_{i=1}^N x_i^2,\qquad
m_4=\frac1N\sum_{i=1}^N x_i^4.$$

It can then estimate the self-energy either as $1/m_2-a$ or as $u\,m_4/(6m_2)$. The two agree for exact averages, but in general they differ for a finite sample. A discrepancy well beyond the statistical error points to faulty sampling or a wrong factor in the coupling.

At weak coupling the ratio is the better choice. The difference subtracts two nearly equal numbers, and its statistical error does not shrink with $u$, whereas the error of the ratio carries an explicit factor $u$. Some quantum impurity solvers use the same idea when they compute a self-energy from a higher correlation function divided by the Green's function.
